# The Force Theorem for Differentiable Band and Interaction Energies

Let $V$ be a complete real inner product space, for instance $\mathbb R^m$, whose vectors represent both potentials $v$ and densities $n$. A real parameter $x$ describes the structure, for example its volume. The band energy $B(v,x)$ stands for the sum of occupied one-electron energies in the potential $v$, and $F(n,x)$ for all interaction energies: of the electrons with one another, exchange and correlation included, of the electrons with the nuclei, and of the nuclei with one another. Along paths $v(x)$ and $n(x)$, the total energy is

$$E(x)=B(v(x),x)-\langle v(x),n(x)\rangle+F(n(x),x).$$

When $n$ is the density of the occupied states in $v$, the subtracted pairing removes the potential energy already contained in $B$. Gradients $\nabla B$ and $\nabla F$ are taken in the first argument at fixed $x$; $\partial_x$ is taken with the first argument frozen. A prime on a path denotes its derivative at $x$.

## Cancellation of the field responses

Suppose that $B$ and $F$ are differentiable at $(v(x),x)$ and $(n(x),x)$, and that both paths are differentiable at $x$. If $n(x)=\nabla B$ and $v(x)=\nabla F$ at these points, then

$$E'(x)=\partial_xB(v(x),x)+\partial_xF(n(x),x).$$

To derive this, take an energy $G$ with derivative $L$ at $(p(x),x)$ and gradient $g$ there. By the chain rule and linearity,

$$\frac{d}{dx}G(p(x),x)=L(p',1)=L(p',0)+L(0,1)=\langle g,p'\rangle+\partial_xG.$$

Write $b=\nabla B$ and $f=\nabla F$. Applying this to both energies and the product rule to the pairing gives

$$\begin{aligned}E'&=\langle b,v'\rangle+\partial_xB-\langle v',n\rangle-\langle v,n'\rangle+\langle f,n'\rangle+\partial_xF\\&=\partial_xB+\partial_xF+\langle b-n,v'\rangle+\langle f-v,n'\rangle.\end{aligned}$$

Self-consistency sets $b=n$ and $f=v$, so both error terms vanish.

In self-consistent electronic-structure calculations with one structural parameter and fixed occupations, and with differentiable energies and paths, the slope of the energy, and hence a pressure, therefore needs no response of the potential or density.

## Energies, paths and self-consistency in Lean

```lean
import Mathlib

open scoped InnerProductSpace Topology

namespace ForceTheorem

noncomputable section

variable {V : Type*} [NormedAddCommGroup V] [InnerProductSpace ℝ V]
```

The space `V` and its inner product do not depend on $x$. When $x$ is a volume, fields must therefore be expressed in fixed coordinates, with any volume factor in the pairing absorbed into them; this choice determines what "frozen" means.

```lean
/-- The total energy `B(v,x) - ⟨v,n⟩ + F(n,x)` along a path of potentials `v` and
densities `n`, with band energy `B` and interaction energy `F`. -/
def totalEnergy (B F : V × ℝ → ℝ) (v n : ℝ → V) (x : ℝ) : ℝ :=
  B (v x, x) - ⟪v x, n x⟫_ℝ + F (n x, x)
```

A pair in `V × ℝ` holds a field and the structural parameter.

```lean
/-- The derivative of an energy `G(u,x)` in the structural parameter `x`, with the
field `u` (potential or density) held frozen. -/
def frozenDeriv (G : V × ℝ → ℝ) (u : V) (x : ℝ) : ℝ :=
  deriv (fun y => G (u, y)) x
```

Lean's `deriv` returns zero where no derivative exists, but the differentiability hypotheses below make `frozenDeriv` a true derivative.

```lean
/-- Self-consistency at `x`: the density is the gradient of the band energy in the
potential, and the potential is the gradient of the interaction energy in the density. -/
def SelfConsistentAt [CompleteSpace V] (B F : V × ℝ → ℝ) (v n : ℝ → V) (x : ℝ) : Prop :=
  HasGradientAt (fun u => B (u, x)) (n x) (v x) ∧
    HasGradientAt (fun u => F (u, x)) (v x) (n x)
```

The first condition is the first-order response of the band energy to the potential; the second says that the potential is generated by the interaction energy. Both are imposed only at $x$. They are assumed here, as is differentiability, which a level crossing at the highest occupied level can destroy.

## From the chain rule to the force theorem

```lean
variable [CompleteSpace V]

/-- Along a differentiable path of fields, a differentiable energy changes through the
field, by its gradient paired with the velocity of the path, and through the parameter
at frozen field. -/
theorem hasDerivAt_along_path {G : V × ℝ → ℝ} {p : ℝ → V} {p' g : V} {x : ℝ}
    (hG : DifferentiableAt ℝ G (p x, x))
    (hg : HasGradientAt (fun u => G (u, x)) g (p x)) (hp : HasDerivAt p p' x) :
    HasDerivAt (fun y => G (p y, y)) (⟪g, p'⟫_ℝ + frozenDeriv G (p x) x) x := by
  obtain ⟨L, hL⟩ : ∃ L : V × ℝ →L[ℝ] ℝ, HasFDerivAt G L (p x, x) :=
    ⟨_, hG.hasFDerivAt⟩
  -- the full path, and the path with frozen field
  have h1 : HasDerivAt (fun y => G (p y, y)) (L (p', 1)) x :=
    HasFDerivAt.comp_hasDerivAt (f := fun y => (p y, y)) x hL
      (hp.prodMk (hasDerivAt_id' x))
  have h2 : HasDerivAt (fun y => G (p x, y)) (L (0, 1)) x :=
    HasFDerivAt.comp_hasDerivAt (f := fun y => (p x, y)) x hL
      ((hasDerivAt_const x (p x)).prodMk (hasDerivAt_id' x))
  -- at frozen parameter the derivative is the given gradient
  have h3 : HasFDerivAt (fun u => G (u, x))
      (L.comp (ContinuousLinearMap.inl ℝ V ℝ)) (p x) :=
    HasFDerivAt.comp (f := fun u => (u, x)) (p x) hL (hasFDerivAt_prodMk_left (p x) x)
  have h4 : L (p', 0) = ⟪g, p'⟫_ℝ := by
    have h := DFunLike.congr_fun (h3.unique hg.hasFDerivAt) p'
    simpa using h
  have h5 : L (p', 1) = L (p', 0) + L (0, 1) := by
    rw [← map_add]
    simp
  have h6 : frozenDeriv G (p x) x = L (0, 1) := h2.deriv
  rw [h6, ← h4, ← h5]
  exact h1
```

Here `h1` differentiates along the full path and `h2` along the path with frozen field. The steps `h3` and `h4` identify $L(p',0)$ with $\langle g,p'\rangle$ by uniqueness of the derivative, and `h5` is the linear splitting.

```lean
/-- Without self-consistency, the derivative of the total energy is the sum of the frozen
derivatives plus one error term for the density and one for the potential. Here `b` and `f` are the
field gradients of the differentiable energies `B` and `F`, and the paths `v` and `n` are
differentiable at `x` with derivatives `v'` and `n'`. -/
theorem hasDerivAt_totalEnergy {B F : V × ℝ → ℝ} {v n : ℝ → V} {v' n' b f : V} {x : ℝ}
    (hB : DifferentiableAt ℝ B (v x, x)) (hF : DifferentiableAt ℝ F (n x, x))
    (hv : HasDerivAt v v' x) (hn : HasDerivAt n n' x)
    (hb : HasGradientAt (fun u => B (u, x)) b (v x))
    (hf : HasGradientAt (fun u => F (u, x)) f (n x)) :
    HasDerivAt (totalEnergy B F v n)
      (frozenDeriv B (v x) x + frozenDeriv F (n x) x
        + ⟪b - n x, v'⟫_ℝ + ⟪f - v x, n'⟫_ℝ) x := by
  have h := ((hasDerivAt_along_path hB hb hv).fun_sub (hv.inner ℝ hn)).fun_add
    (hasDerivAt_along_path hF hf hn)
  refine HasDerivAt.congr_deriv h ?_
  rw [inner_sub_left, inner_sub_left, real_inner_comm v' (n x)]
  ring
```

The proof combines two uses of the chain rule with the product rule for the inner product. Symmetry of the real inner product then lets the terms be grouped into the two errors.

```lean
/-- **Force theorem.** For differentiable energies and differentiable paths that are
self-consistent at `x`, the derivative of the total energy is that of the band energy at
frozen potential plus that of the interaction energy at frozen density. -/
theorem force_theorem {B F : V × ℝ → ℝ} {v n : ℝ → V} {x : ℝ}
    (hB : DifferentiableAt ℝ B (v x, x)) (hF : DifferentiableAt ℝ F (n x, x))
    (hv : DifferentiableAt ℝ v x) (hn : DifferentiableAt ℝ n x)
    (hsc : SelfConsistentAt B F v n x) :
    HasDerivAt (totalEnergy B F v n)
      (frozenDeriv B (v x) x + frozenDeriv F (n x) x) x := by
  have h := hasDerivAt_totalEnergy hB hF hv.hasDerivAt hn.hasDerivAt hsc.1 hsc.2
  -- both error terms vanish
  simpa only [sub_self, inner_zero_left, add_zero] using h
```

The two parts of `hsc` replace $b$ by $n(x)$ and $f$ by $v(x)$, and `simpa` removes the zero inner products.

## Finite differences and an inconsistent potential

For a nearby structure $y$, the total energy and the frozen sum $B(v(x),y)+F(n(x),y)$ have the same slope at $y=x$. Their changes from $x$ to $y$ therefore differ by $o(y-x)$.

```lean
/-- Under the hypotheses of the force theorem, the change of the total energy from `x` to `y`
equals the change of the band energy at frozen potential plus that of the interaction energy
at frozen density, up to an error that is small compared with `y - x`. -/
theorem energy_difference {B F : V × ℝ → ℝ} {v n : ℝ → V} {x : ℝ}
    (hB : DifferentiableAt ℝ B (v x, x)) (hF : DifferentiableAt ℝ F (n x, x))
    (hv : DifferentiableAt ℝ v x) (hn : DifferentiableAt ℝ n x)
    (hsc : SelfConsistentAt B F v n x) :
    (fun y => (totalEnergy B F v n y - totalEnergy B F v n x)
      - ((B (v x, y) - B (v x, x)) + (F (n x, y) - F (n x, x))))
      =o[𝓝 x] (fun y => y - x) := by
  have hE := force_theorem hB hF hv hn hsc
  have dB : DifferentiableAt ℝ (fun y => B (v x, y)) x :=
    DifferentiableAt.comp (f := fun y : ℝ => (v x, y)) x hB (by fun_prop)
  have dF : DifferentiableAt ℝ (fun y => F (n x, y)) x :=
    DifferentiableAt.comp (f := fun y : ℝ => (n x, y)) x hF (by fun_prop)
  -- the true and the frozen energy have the same slope at `x`
  have h0 : HasDerivAt
      (fun y => totalEnergy B F v n y - (B (v x, y) + F (n x, y))) 0 x :=
    (hE.fun_sub (dB.hasDerivAt.fun_add dF.hasDerivAt)).congr_deriv (sub_self _)
  refine (hasDerivAt_iff_isLittleO.mp h0).congr_left fun y => ?_
  rw [smul_zero]
  ring
```

The proof shows in `h0` that the difference of the two energies has derivative zero, then rewrites this as the little-o statement. It gives no bound at a fixed step size.

If only $n=\nabla B$ holds, the remaining error is $\langle f-v,n'\rangle$. The frozen formula is then correct exactly when this number is zero.

```lean
/-- Let the energies and both paths be differentiable. If the density is the gradient of the band
energy, but the potential need not be the gradient of the interaction energy, the frozen formula
gives the derivative of the total energy exactly when the potential error `f - v` is orthogonal to
the density response `n'`; `f` is the density gradient of `F`. -/
theorem frozen_formula_iff {B F : V × ℝ → ℝ} {v n : ℝ → V} {n' f : V} {x : ℝ}
    (hB : DifferentiableAt ℝ B (v x, x)) (hF : DifferentiableAt ℝ F (n x, x))
    (hv : DifferentiableAt ℝ v x) (hn : HasDerivAt n n' x)
    (hb : HasGradientAt (fun u => B (u, x)) (n x) (v x))
    (hf : HasGradientAt (fun u => F (u, x)) f (n x)) :
    HasDerivAt (totalEnergy B F v n)
      (frozenDeriv B (v x) x + frozenDeriv F (n x) x) x ↔ ⟪f - v x, n'⟫_ℝ = 0 := by
  have h := hasDerivAt_totalEnergy hB hF hv.hasDerivAt hn hb hf
  rw [sub_self, inner_zero_left, add_zero] at h
  constructor
  · intro h'
    linarith [h.unique h']
  · intro h0
    rwa [h0, add_zero] at h
```

The forward direction compares two derivatives of the same function, which must agree; the reverse substitutes zero for the error.

## A quadratic example

As an algebraic check, not a model of a material, take $B=xv-v^2/2$ and $F=n^2/2+x^2$ with $V=\mathbb R$.

```lean
/-- A model band energy `x v - v²/2` for a single potential parameter `v`. -/
def bandModel (q : ℝ × ℝ) : ℝ := q.2 * q.1 - q.1 ^ 2 / 2

/-- A model interaction energy `n²/2 + x²` for a single density parameter `n`. -/
def interactionModel (q : ℝ × ℝ) : ℝ := q.1 ^ 2 / 2 + q.2 ^ 2
```

On the paths $v=n=x/2$, the gradients are $\nabla B=x-v=x/2=n$ and $\nabla F=n=x/2=v$. Direct substitution gives $E=5x^2/4$, whose slope $5x/2$ equals the frozen sum $v+2x$.

```lean
/-- The model energies are differentiable, and the paths `v(x) = n(x) = x/2` are
differentiable and self-consistent for them at every `x`. -/
theorem selfConsistent_witness :
    Differentiable ℝ bandModel ∧ Differentiable ℝ interactionModel ∧
      Differentiable ℝ (fun y : ℝ => y / 2) ∧
      ∀ x, SelfConsistentAt bandModel interactionModel
        (fun y => y / 2) (fun y => y / 2) x := by
  refine ⟨by unfold bandModel; fun_prop, by unfold interactionModel; fun_prop,
    by fun_prop, fun x => ?_⟩
  have hsq : HasDerivAt (fun u : ℝ => u ^ 2 / 2) (x / 2) (x / 2) :=
    (((hasDerivAt_id' (x / 2)).fun_pow 2).div_const 2).congr_deriv (by norm_num)
  have h1 : HasDerivAt (fun u : ℝ => x * u - u ^ 2 / 2) (x / 2) (x / 2) :=
    (((hasDerivAt_id' (x / 2)).const_mul x).fun_sub hsq).congr_deriv (by ring)
  have h2 : HasDerivAt (fun u : ℝ => u ^ 2 / 2 + x ^ 2) (x / 2) (x / 2) :=
    hsq.add_const (x ^ 2)
  exact ⟨h1.hasGradientAt', h2.hasGradientAt'⟩

end

end ForceTheorem
```

The theorem establishes differentiability and self-consistency at every $x$. Its steps `h1` and `h2` compute the two gradients as ordinary derivatives, which `hasGradientAt'` converts to the required form.

```lean
#print axioms ForceTheorem.energy_difference
-- 'ForceTheorem.energy_difference' depends on axioms: [propext, Classical.choice, Quot.sound]
#print axioms ForceTheorem.frozen_formula_iff
-- 'ForceTheorem.frozen_formula_iff' depends on axioms: [propext, Classical.choice, Quot.sound]
```
